# The five J = 2 levels of a rigid asymmetric top in closed form

The rotational energies of a rigid molecule with three different moments of inertia are the eigenvalues of

H = A Jx² + B Jy² + C Jz²,

and for J = 2 this operator acts on five states for each value of the projection on a space-fixed axis. The energies do not depend on that projection, so it is left out here; it makes every level found below five times as degenerate. The modelling choice is how the angular momentum enters. Here Jx, Jy and Jz are explicit 5×5 complex matrices, and H is defined as the weighted sum of their squares, so that its entries are computed and not postulated. The result is the characteristic polynomial of H for arbitrary complex A, B, C, and for real constants all five levels.

The components are taken along the principal axes of the molecule, in units of ħ. The rotational constants are energies: A = ħ²/(2I_x), and likewise B and C for the y and z axes. The basis states are labelled by the projection m = 2, 1, 0, −1, −2 on the molecular z axis, a number that spectroscopists usually call k. Molecule-fixed components obey commutation relations with the opposite sign to the space-fixed ones. Replacing Jy by −Jy restores the usual sign and leaves Jy² alone, so the usual spin-2 matrices give the correct H.

That these matrices represent the angular momentum of a rotating molecule is the step from the Lean model to the laboratory, and it is taken from quantum mechanics. The model also leaves out centrifugal distortion and any coupling to vibration or spin.

```lean
import Mathlib

open Matrix

namespace AsymmetricTopSpinTwo

noncomputable section
```

## The spin-2 matrices

The ladder operators have the matrix elements

⟨m+1| J₊ |m⟩ = √(J(J+1) − m(m+1)).

For J = 2 this is √(6 − 2) = 2 between m = 1 and m = 2, and √6 between m = 0 and m = 1. The elements for negative m follow by symmetry. Since Jx = (J₊ + J₋)/2, the neighbouring elements of Jx are 1, √6/2, √6/2, 1. The only irrational number needed for these elements is √6, and it gets a name.

```lean
/-- The number `√6` as a complex number. -/
def root6 : ℂ := ((√6 : ℝ) : ℂ)
```

`root6` is the positive real root, regarded as a complex number. The final polynomial contains no root, so the algebra needs only one property of it:

(√6)² = 6.

```lean
/-- The square of `√6` is `6`. -/
theorem root6_sq : root6 ^ 2 = 6 := by
  have h : (√6 : ℝ) ^ 2 = 6 := Real.sq_sqrt (by norm_num)
  unfold root6
  exact_mod_cast h
```

The proof takes this identity from the real numbers and carries it over to the complex ones.

With the elements found above, Jx is the following matrix. Lean numbers rows and columns by `Fin 5`, that is from 0 to 4, and index n stands for m = 2 − n.

```lean
/-- The spin-2 matrix of `Jx` in the basis `m = 2, 1, 0, -1, -2`. -/
def Jx : Matrix (Fin 5) (Fin 5) ℂ :=
  !![0, 1, 0, 0, 0;
     1, 0, root6 / 2, 0, 0;
     0, root6 / 2, 0, root6 / 2, 0;
     0, 0, root6 / 2, 0, 1;
     0, 0, 0, 1, 0]
```

From Jy = (J₊ − J₋)/(2i), the elements of Jy have the same magnitudes, with a factor −i above the diagonal and +i below it.

```lean
/-- The spin-2 matrix of `Jy` in the basis `m = 2, 1, 0, -1, -2`. -/
def Jy : Matrix (Fin 5) (Fin 5) ℂ :=
  !![0, -Complex.I, 0, 0, 0;
     Complex.I, 0, -Complex.I * (root6 / 2), 0, 0;
     0, Complex.I * (root6 / 2), 0, -Complex.I * (root6 / 2), 0;
     0, 0, Complex.I * (root6 / 2), 0, -Complex.I;
     0, 0, 0, Complex.I, 0]
```

Jz is diagonal, with the values of m as its entries.

```lean
/-- The spin-2 matrix of `Jz` in the basis `m = 2, 1, 0, -1, -2`. -/
def Jz : Matrix (Fin 5) (Fin 5) ℂ :=
  !![2, 0, 0, 0, 0;
     0, 1, 0, 0, 0;
     0, 0, 0, 0, 0;
     0, 0, 0, -1, 0;
     0, 0, 0, 0, -2]
```

The Hamiltonian is then the sum of the three squares, each multiplied by its rotational constant. The constants are complex in the definition, which costs nothing in the algebra; physical constants are real and positive.

```lean
/-- The rigid-rotor Hamiltonian `A Jx² + B Jy² + C Jz²` for `J = 2`. -/
def rotor (A B C : ℂ) : Matrix (Fin 5) (Fin 5) ℂ :=
  A • Jx ^ 2 + B • Jy ^ 2 + C • Jz ^ 2
```

## Only m and m ± 2 are coupled

Each of Jx and Jy changes m by one, so their squares change m by 0 or ±2. Multiplying out Jx² gives the diagonal

1, 1 + 6/4 = 5/2, 6/4 + 6/4 = 3, 5/2, 1

and the off-diagonal elements

⟨2|Jx²|0⟩ = ⟨0|Jx²|−2⟩ = √6/2,
⟨1|Jx²|−1⟩ = 6/4 = 3/2.

Jy² has the same diagonal and the opposite off-diagonal elements, because (−i)² = −1. Jz² contributes 4, 1, 0, 1, 4 on the diagonal. The diagonal elements of H are therefore

m = ±2: A + B + 4C,
m = ±1: 5(A + B)/2 + C,
m = 0: 3(A + B),

and the couplings are

⟨±2|H|0⟩ = (A − B)√6/2,
⟨1|H|−1⟩ = 3(A − B)/2.

```lean
/-- The rotor Hamiltonian written out: it couples `m` only to itself and to `m ± 2`. -/
theorem rotor_eq (A B C : ℂ) : rotor A B C =
    !![A + B + 4 * C, 0, (A - B) * root6 / 2, 0, 0;
       0, 5 * (A + B) / 2 + C, 0, 3 * (A - B) / 2, 0;
       (A - B) * root6 / 2, 0, 3 * (A + B), 0, (A - B) * root6 / 2;
       0, 3 * (A - B) / 2, 0, 5 * (A + B) / 2 + C, 0;
       0, 0, (A - B) * root6 / 2, 0, A + B + 4 * C] := by
  have hs := root6_sq
  have hI := Complex.I_sq
  ext i j
  fin_cases i <;> fin_cases j <;>
    simp [rotor, Jx, Jy, Jz, pow_two] <;> grind
```

The theorem states equality of two matrices. Its proof goes through the 25 entries one at a time: `simp` multiplies out the matrix products, and `grind` finishes the algebra with (√6)² = 6 and i² = −1, the two facts placed in the context beforehand.

## A determinant with this pattern

Off the diagonal, the matrix x − H has vanishing entries in the same places as H, and it has the same symmetry under m → −m. Write a for its entries at m = ±2, c for those at m = ±1 and e for the one at m = 0; let b couple ±2 to 0, and let d couple 1 to −1. Reordering rows and columns in the same way leaves the determinant unchanged and separates odd m from even m. The odd block gives

det [c d; d c] = c² − d²,

and the even block, in the order 2, 0, −2, gives

det [a b 0; b e b; 0 b a] = a(ea − b²) − b(ba) = a(ae − 2b²).

The full determinant is the product of the two.

```lean
/-- The determinant of a symmetric five-level matrix that couples only next-nearest levels
and is unchanged when the order of the levels is reversed. -/
theorem det_pattern (a b c d e : ℂ) :
    (!![a, 0, b, 0, 0;
        0, c, 0, d, 0;
        b, 0, e, 0, b;
        0, d, 0, c, 0;
        0, 0, b, 0, a] : Matrix (Fin 5) (Fin 5) ℂ).det
      = (c ^ 2 - d ^ 2) * (a * (a * e - 2 * b ^ 2)) := by
  simp [Matrix.det_succ_row_zero, Fin.sum_univ_succ, Fin.succAbove]
  ring
```

The small letters are arbitrary complex numbers here, unrelated to the names a, b, c of the molecular axes. Lean does not reorder the basis. It expands the determinant along the first row repeatedly, and `ring` confirms that the resulting sum equals the factored form.

## The characteristic polynomial

Now insert the entries of x − H:

a = x − (A + B + 4C), b = −(A − B)√6/2,
c = x − 5(A + B)/2 − C, d = −3(A − B)/2,
e = x − 3(A + B).

The odd block factorises at once:

c + d = x − 4A − B − C,
c − d = x − A − 4B − C.

In the even block, a is the third linear factor. For the remaining factor, (√6)² = 6 gives 2b² = 3(A − B)², and so

ae − 2b²
= (x − A − B − 4C)(x − 3A − 3B) − 3(A − B)²
= x² − 4(A + B + C)x + 3(A + B)² + 12C(A + B) − 3(A − B)²
= x² − 4(A + B + C)x + 12(AB + BC + CA).

The last line uses (A + B)² − (A − B)² = 4AB. Altogether,

det(x − H) = (x − 4A − B − C)(x − A − 4B − C)(x − A − B − 4C)
 × (x² − 4(A + B + C)x + 12(AB + BC + CA)).

```lean
/-- The characteristic polynomial of the `J = 2` rigid rotor: three linear factors and one
quadratic factor, for any constants `A`, `B`, `C`. -/
theorem rotor_charpoly (A B C : ℂ) : (rotor A B C).charpoly =
    (Polynomial.X - Polynomial.C (4 * A + B + C)) *
    (Polynomial.X - Polynomial.C (A + 4 * B + C)) *
    (Polynomial.X - Polynomial.C (A + B + 4 * C)) *
    (Polynomial.X ^ 2 - Polynomial.C (4 * (A + B + C)) * Polynomial.X
      + Polynomial.C (12 * (A * B + B * C + C * A))) := by
  -- two complex polynomials agree if they agree at every point
  apply Polynomial.funext
  intro x
  have h : Matrix.scalar (Fin 5) x - rotor A B C =
      !![x - (A + B + 4 * C), 0, -((A - B) * root6 / 2), 0, 0;
         0, x - (5 * (A + B) / 2 + C), 0, -(3 * (A - B) / 2), 0;
         -((A - B) * root6 / 2), 0, x - 3 * (A + B), 0, -((A - B) * root6 / 2);
         0, -(3 * (A - B) / 2), 0, x - (5 * (A + B) / 2 + C), 0;
         0, 0, -((A - B) * root6 / 2), 0, x - (A + B + 4 * C)] := by
    rw [rotor_eq]
    ext i j
    fin_cases i <;> fin_cases j <;> simp [Matrix.scalar_apply]
  rw [Matrix.eval_charpoly, h, det_pattern]
  simp only [Polynomial.eval_mul, Polynomial.eval_sub, Polynomial.eval_add,
    Polynomial.eval_pow, Polynomial.eval_X, Polynomial.eval_C]
  -- the only relation needed is `√6 ^ 2 = 6`
  linear_combination (-((x - (5 * (A + B) / 2 + C)) ^ 2 - (3 * (A - B) / 2) ^ 2) *
    (x - (A + B + 4 * C)) * (A - B) ^ 2 / 2) * root6_sq
```

In the statement, `Polynomial.X` is the variable x, and `Polynomial.C` turns a number into a constant polynomial; it has nothing to do with the rotational constant `C`. The identity is one between polynomials, with no condition on A, B and C.

The proof first reduces it to equality at every complex x, by `Polynomial.funext`. There the characteristic polynomial is the determinant of x − H, which `h` writes out entry by entry and `det_pattern` evaluates. The final `linear_combination` is the substitution (√6)² = 6: its coefficient is the factor that multiplies (√6)² in the expanded determinant.

## Three states that the constants do not change

The factorisation of the odd block also shows its eigenvectors. H acts on |1⟩ and |−1⟩ with equal diagonal elements and a symmetric coupling, so the sum and the difference are eigenvectors with the eigenvalues

5(A + B)/2 + C + 3(A − B)/2 = 4A + B + C,
5(A + B)/2 + C − 3(A − B)/2 = A + 4B + C.

In the even block, the difference |2⟩ − |−2⟩ does not couple to |0⟩, since the two contributions cancel. It keeps its diagonal energy A + B + 4C.

```lean
/-- Three states that do not depend on the rotational constants, `|1⟩ + |-1⟩`, `|1⟩ - |-1⟩`
and `|2⟩ - |-2⟩` (not normalised), are eigenvectors for the three linear factors. -/
theorem rotor_fixed_states (A B C : ℂ) :
    rotor A B C *ᵥ ![0, 1, 0, 1, 0] = (4 * A + B + C) • ![0, 1, 0, 1, 0] ∧
    rotor A B C *ᵥ ![0, 1, 0, -1, 0] = (A + 4 * B + C) • ![0, 1, 0, -1, 0] ∧
    rotor A B C *ᵥ ![1, 0, 0, 0, -1] = (A + B + 4 * C) • ![1, 0, 0, 0, -1] := by
  rw [rotor_eq]
  refine ⟨?_, ?_, ?_⟩ <;> ext i <;> fin_cases i <;>
    simp [Matrix.mulVec, dotProduct, Fin.sum_univ_succ] <;> grind
```

The symbol `*ᵥ` is a matrix acting on a column vector, and `•` is multiplication by a number. The vectors in the theorem have squared length 2; the normalised states are (|1⟩ + |−1⟩)/√2, (|1⟩ − |−1⟩)/√2 and (|2⟩ − |−2⟩)/√2. The proof compares the five components of each equation.

The other two levels belong to the space spanned by |0⟩ and (|2⟩ + |−2⟩)/√2, where the mixing does depend on the constants. The theorem makes no statement about those two eigenvectors.

## All five levels for real constants

The roots of the quadratic factor are

x = 2(A + B + C) ± √(4(A + B + C)² − 12(AB + BC + CA))
 = 2(A + B + C) ± 2r,

r = √(A² + B² + C² − AB − BC − CA).

```lean
/-- The root `√(A² + B² + C² - AB - BC - CA)` for real rotational constants. -/
def asym (A B C : ℝ) : ℝ := √(A ^ 2 + B ^ 2 + C ^ 2 - A * B - B * C - C * A)
```

The Lean name of r is `asym`. It is an energy and should not be confused with the dimensionless asymmetry parameter of spectroscopy. It vanishes when all three constants are equal, but for A = B it equals |A − C|.

For real constants the radicand is never negative, because

A² + B² + C² − AB − BC − CA = ½[(A − B)² + (B − C)² + (C − A)²].

Hence r is real, and the quadratic factor splits:

(x − 2(A + B + C) − 2r)(x − 2(A + B + C) + 2r)
= (x − 2(A + B + C))² − 4r²
= x² − 4(A + B + C)x + 12(AB + BC + CA).

```lean
/-- For real rotational constants the characteristic polynomial splits into five linear
factors, which gives all `J = 2` levels in closed form. -/
theorem rotor_levels (A B C : ℝ) : (rotor A B C).charpoly =
    (Polynomial.X - Polynomial.C (4 * A + B + C : ℂ)) *
    (Polynomial.X - Polynomial.C (A + 4 * B + C : ℂ)) *
    (Polynomial.X - Polynomial.C (A + B + 4 * C : ℂ)) *
    (Polynomial.X - Polynomial.C (2 * (A + B + C) + 2 * asym A B C : ℂ)) *
    (Polynomial.X - Polynomial.C (2 * (A + B + C) - 2 * asym A B C : ℂ)) := by
  -- the radicand is half a sum of squares, so the root is genuine
  have hr : asym A B C ^ 2 = A ^ 2 + B ^ 2 + C ^ 2 - A * B - B * C - C * A :=
    Real.sq_sqrt (by nlinarith [sq_nonneg (A - B), sq_nonneg (B - C), sq_nonneg (C - A)])
  have hc : (asym A B C : ℂ) ^ 2 =
      (A : ℂ) ^ 2 + B ^ 2 + C ^ 2 - A * B - B * C - C * A := by exact_mod_cast hr
  rw [rotor_charpoly]
  apply Polynomial.funext
  intro x
  simp only [Polynomial.eval_mul, Polynomial.eval_sub, Polynomial.eval_add,
    Polynomial.eval_pow, Polynomial.eval_X, Polynomial.eval_C]
  linear_combination (4 * (x - (4 * A + B + C)) * (x - (A + 4 * B + C)) *
    (x - (A + B + 4 * C))) * hc
```

The constants are now real numbers, which Lean converts to complex ones where the matrix needs them. In the proof, `hr` is the equation for r², obtained from the sum of squares, and `hc` is the same equation over the complex numbers. After `rotor_charpoly` has been inserted, `linear_combination` replaces r² by the radicand, with four times the three linear factors as coefficient.

The five roots, counted with multiplicity, are the J = 2 energies. A program that diagonalises the asymmetric-top Hamiltonian numerically can be compared with them, for this one value of J and without distortion terms.

## The order of the levels

Take the constants in the usual order A ≥ B ≥ C. The three levels without a square root differ by

(A + 4B + C) − (A + B + 4C) = 3(B − C) ≥ 0,
(4A + B + C) − (A + 4B + C) = 3(A − B) ≥ 0.

The lower square-root level lies at or below A + B + 4C if r ≥ (A + B − 2C)/2, and the upper one lies at or above 4A + B + C if r ≥ (2A − B − C)/2. Both bounds follow from squares:

r² − ((A + B − 2C)/2)² = ¾(A − B)²,
r² − ((2A − B − C)/2)² = ¾(B − C)².

```lean
/-- For `A ≥ B ≥ C` the five level energies are ordered, with the two square-root
expressions at the bottom and at the top. -/
theorem levels_ordered {A B C : ℝ} (hAB : B ≤ A) (hBC : C ≤ B) :
    2 * (A + B + C) - 2 * asym A B C ≤ A + B + 4 * C ∧
    A + B + 4 * C ≤ A + 4 * B + C ∧
    A + 4 * B + C ≤ 4 * A + B + C ∧
    4 * A + B + C ≤ 2 * (A + B + C) + 2 * asym A B C := by
  have h1 : (A + B - 2 * C) / 2 ≤ asym A B C :=
    Real.le_sqrt_of_sq_le (by nlinarith [sq_nonneg (A - B)])
  have h2 : (2 * A - B - C) / 2 ≤ asym A B C :=
    Real.le_sqrt_of_sq_le (by nlinarith [sq_nonneg (B - C)])
  refine ⟨?_, ?_, ?_, ?_⟩ <;> linarith
```

`h1` and `h2` are the two bounds on r, each derived from the corresponding square, and `linarith` turns them into the outer inequalities. The order of the constants serves only the two inner ones. All four inequalities allow equality, so levels may coincide.

## The symmetric top

Set B = A, so that z is the symmetry axis. The first two linear factors both become x − 5A − C, the third becomes x − 2A − 4C, and the quadratic factor is

x² − 4(2A + C)x + 12(A² + 2AC) = (x − 6A)(x − 2A − 4C).

The roots are 6A once, 5A + C twice and 2A + 4C twice. This is the familiar formula

E = A J(J + 1) + (C − A)m²

at J = 2, with m = 0, ±1 and ±2. If C = A as well, all five roots merge into 6A.

```lean
/-- Symmetric top: when the constants of the `x` and `y` axes are equal, the characteristic
polynomial is a product of one linear factor and two squared linear factors. -/
theorem symmetric_top_charpoly (A C : ℂ) : (rotor A A C).charpoly =
    (Polynomial.X - Polynomial.C (6 * A)) *
    (Polynomial.X - Polynomial.C (5 * A + C)) ^ 2 *
    (Polynomial.X - Polynomial.C (2 * A + 4 * C)) ^ 2 := by
  rw [rotor_charpoly]
  apply Polynomial.funext
  intro x
  simp only [Polynomial.eval_mul, Polynomial.eval_sub, Polynomial.eval_add,
    Polynomial.eval_pow, Polynomial.eval_X, Polynomial.eval_C]
  ring

end

end AsymmetricTopSpinTwo
```

The constant of the symmetry axis is called `C` here whether it is the smaller or the larger one; for a prolate top, textbooks usually call it A. The proof specialises `rotor_charpoly` and compares both sides at every x, where `ring` suffices because no root is left.

```lean
#print axioms AsymmetricTopSpinTwo.rotor_fixed_states
#print axioms AsymmetricTopSpinTwo.rotor_levels
#print axioms AsymmetricTopSpinTwo.levels_ordered
#print axioms AsymmetricTopSpinTwo.symmetric_top_charpoly
```

```
'AsymmetricTopSpinTwo.rotor_fixed_states' depends on axioms: [propext, Classical.choice, Quot.sound]
'AsymmetricTopSpinTwo.rotor_levels' depends on axioms: [propext, Classical.choice, Quot.sound]
'AsymmetricTopSpinTwo.levels_ordered' depends on axioms: [propext, Classical.choice, Quot.sound]
'AsymmetricTopSpinTwo.symmetric_top_charpoly' depends on axioms: [propext, Classical.choice, Quot.sound]
```
